# Equal overlaps of matched partial waves at distinct energies

A partial wave is modelled here by a function $u$, which is $r$ times the radial part of the wavefunction and vanishes at $r=0$, together with its slope $u'$. Both are continuous on $[0,R]$, but the Schrödinger equation is imposed only for $0<r<R$. The potential may therefore be singular at the origin. Requiring $u''=2(V-e)u$ at $r=0$ as well would exclude a Coulomb s-wave: there $u''$ tends to a nonzero limit, while the right-hand side at $r=0$ vanishes for any assigned value $V(0)$.

## The Wronskian argument

In atomic units, let real waves $u_1,u_2$ solve $u_i''=2(V-e_i)u_i$, and let $w_1,w_2$ solve $w_i''=2(W-e_i)w_i+2\chi_i$, all vanishing at $0$. The source is $\chi_i=(e_i-T-W)w_i$ with $T=-\tfrac12 d^2/dr^2$. In a pseudopotential construction the $u_i$ are all-electron waves and the $w_i$ pseudo waves, while $V$ is the all-electron potential and $W$ the local pseudopotential, each with any centrifugal term included. Write $\langle f|g\rangle=\int_0^R fg\,dr$.

The potential cancels in the derivative of the Wronskian:
$$(u_1u_2'-u_1'u_2)'=u_1u_2''-u_1''u_2=2(e_1-e_2)u_1u_2.$$
For $w_1,w_2$ the same step gives $2(e_1-e_2)w_1w_2+2(w_1\chi_2-w_2\chi_1)$. Both Wronskians vanish at $0$, so integration gives their values at $R$. If $u_i$ and $w_i$ match there in value and slope, these values are equal, and
$$\langle w_1|\chi_2\rangle-\langle w_2|\chi_1\rangle=(e_1-e_2)\bigl(\langle u_1|u_2\rangle-\langle w_1|w_2\rangle\bigr).$$
With $\chi_i=0$ and $e_1\ne e_2$, division by $e_1-e_2$ gives $\langle u_1|u_2\rangle=\langle w_1|w_2\rangle$.

Generalised norm conservation usually means that all such overlap differences vanish, including those of each wave with itself. The result here concerns distinct energies only.

## Waves, matching and matrices

In Lean 4 with Mathlib:

```lean
import Mathlib

open Real Set

namespace GeneralisedNormConservation

noncomputable section
```

The field `second` is the radial equation, and `Ioo 0 R` is the open interval.

```lean
/-- `u` with slope `du` is a radial partial wave of the potential `V` at energy `e` on `[0,R]`:
both are continuous on `[0,R]`, `u 0 = 0`, and `u'' = 2 (V - e) u` inside the interval. -/
structure IsPartialWave (V : ℝ → ℝ) (e R : ℝ) (u du : ℝ → ℝ) : Prop where
  cont : ContinuousOn u (Icc 0 R)
  cont_slope : ContinuousOn du (Icc 0 R)
  origin : u 0 = 0
  first : ∀ r ∈ Ioo 0 R, HasDerivAt u (du r) r
  second : ∀ r ∈ Ioo 0 R, HasDerivAt du (2 * (V r - e) * u r) r

/-- `u` with slope `du` vanishes at the origin and solves `u'' = 2 (V - e) u + 2 χ` inside
`[0,R]`, that is `χ = (e - T - V) u` with `T = -½ d²/dr²`, all three functions being
continuous on `[0,R]`. -/
structure IsSourcedWave (V : ℝ → ℝ) (e R : ℝ) (χ u du : ℝ → ℝ) : Prop where
  cont : ContinuousOn u (Icc 0 R)
  cont_slope : ContinuousOn du (Icc 0 R)
  cont_source : ContinuousOn χ (Icc 0 R)
  origin : u 0 = 0
  first : ∀ r ∈ Ioo 0 R, HasDerivAt u (du r) r
  second : ∀ r ∈ Ioo 0 R, HasDerivAt du (2 * (V r - e) * u r + 2 * χ r) r

/-- Two waves agree in value and in slope at the radius `R`. -/
structure MatchesAt (R : ℝ) (u du w dw : ℝ → ℝ) : Prop where
  value : u R = w R
  gradient : du R = dw R

/-- The overlap integral of two radial functions over `[0,R]`. -/
def overlap (R : ℝ) (f g : ℝ → ℝ) : ℝ := ∫ r in (0 : ℝ)..R, f r * g r

/-- The Wronskian `u v' - u' v` of two waves given with their slopes. -/
def wronskian (u du v dv : ℝ → ℝ) : ℝ → ℝ := fun r => u r * dv r - du r * v r
```

For a family of waves, set $Q_{ij}=\langle u_i|u_j\rangle-\langle w_i|w_j\rangle$, $B_{ij}=\langle w_i|\chi_j\rangle$ and $D_{ij}=B_{ij}+e_jQ_{ij}$.

```lean
/-- The augmentation matrix `Q_ij = ⟨u_i|u_j⟩ - ⟨w_i|w_j⟩`, overlaps taken over `[0,R]`. -/
def augmentation {ι : Type*} (R : ℝ) (u w : ι → ℝ → ℝ) : Matrix ι ι ℝ :=
  Matrix.of fun i j => overlap R (u i) (u j) - overlap R (w i) (w j)

/-- The matrix `B_ij = ⟨w_i|χ_j⟩` of pseudo waves against source functions. -/
def projectorMatrix {ι : Type*} (R : ℝ) (w χ : ι → ℝ → ℝ) : Matrix ι ι ℝ :=
  Matrix.of fun i j => overlap R (w i) (χ j)

/-- The strength matrix `D_ij = B_ij + e_j Q_ij`. -/
def strengthMatrix {ι : Type*} (R : ℝ) (e : ι → ℝ) (u w χ : ι → ℝ → ℝ) : Matrix ι ι ℝ :=
  Matrix.of fun i j => projectorMatrix R w χ i j + e j * augmentation R u w i j
```

Sine waves will serve as explicit examples.

```lean
/-- The wave `A sin (k r)`. -/
def sineWave (A k : ℝ) : ℝ → ℝ := fun r => A * sin (k * r)

/-- The slope `A k cos (k r)` of the wave `A sin (k r)`. -/
def sineSlope (A k : ℝ) : ℝ → ℝ := fun r => A * k * cos (k * r)
```

## From the derivative to the boundary

Setting $\chi=0$ lets one Wronskian calculation cover both kinds of wave. The product rule supplies its derivative, and `ring` performs the cancellation.

```lean
/-- A partial wave is a sourced wave with vanishing source. -/
theorem IsPartialWave.sourced {V u du : ℝ → ℝ} {e R : ℝ} (h : IsPartialWave V e R u du) :
    IsSourcedWave V e R (fun _ => 0) u du :=
  ⟨h.cont, h.cont_slope, continuousOn_const, h.origin, h.first,
    fun r hr => (h.second r hr).congr_deriv (by simp)⟩

/-- For two sourced waves of the same potential the Wronskian has derivative
`2 (e₁ - e₂) u₁ u₂ + 2 (u₁ χ₂ - u₂ χ₁)` inside the interval. -/
theorem wronskian_hasDerivAt {V χ₁ u₁ du₁ χ₂ u₂ du₂ : ℝ → ℝ} {e₁ e₂ R r : ℝ}
    (h₁ : IsSourcedWave V e₁ R χ₁ u₁ du₁) (h₂ : IsSourcedWave V e₂ R χ₂ u₂ du₂)
    (hr : r ∈ Ioo 0 R) :
    HasDerivAt (wronskian u₁ du₁ u₂ du₂)
      (2 * (e₁ - e₂) * (u₁ r * u₂ r) + 2 * (u₁ r * χ₂ r - u₂ r * χ₁ r)) r := by
  have h := ((h₁.first r hr).fun_mul (h₂.second r hr)).fun_sub
    ((h₁.second r hr).fun_mul (h₂.first r hr))
  -- the potential terms and the slope-slope terms cancel
  exact h.congr_deriv (by ring)
```

The form of the fundamental theorem of calculus used here needs the Wronskian to be continuous on $[0,R]$ and to have a derivative inside, given by an integrable function. That function is integrable because the potential has cancelled and only products of continuous functions remain.

```lean
/-- The Wronskian at `R` of two sourced waves of the same potential equals
`2 (e₁ - e₂) ⟨u₁|u₂⟩ + 2 (⟨u₁|χ₂⟩ - ⟨u₂|χ₁⟩)`. -/
theorem wronskian_boundary {V χ₁ u₁ du₁ χ₂ u₂ du₂ : ℝ → ℝ} {e₁ e₂ R : ℝ} (hR : 0 ≤ R)
    (h₁ : IsSourcedWave V e₁ R χ₁ u₁ du₁) (h₂ : IsSourcedWave V e₂ R χ₂ u₂ du₂) :
    wronskian u₁ du₁ u₂ du₂ R =
      2 * (e₁ - e₂) * overlap R u₁ u₂ + 2 * (overlap R u₁ χ₂ - overlap R u₂ χ₁) := by
  have hint : ∀ f g : ℝ → ℝ, ContinuousOn f (Icc 0 R) → ContinuousOn g (Icc 0 R) →
      IntervalIntegrable (fun r => f r * g r) MeasureTheory.volume 0 R := by
    intro f g hf hg
    apply ContinuousOn.intervalIntegrable
    rw [uIcc_of_le hR]
    exact hf.mul hg
  have i0 := hint u₁ u₂ h₁.cont h₂.cont
  have i1 := hint u₁ χ₂ h₁.cont h₂.cont_source
  have i2 := hint u₂ χ₁ h₂.cont h₁.cont_source
  have j0 : IntervalIntegrable (fun r => 2 * (e₁ - e₂) * (u₁ r * u₂ r))
      MeasureTheory.volume 0 R := i0.const_mul (2 * (e₁ - e₂))
  have j1 : IntervalIntegrable (fun r => 2 * (u₁ r * χ₂ r - u₂ r * χ₁ r))
      MeasureTheory.volume 0 R := (i1.sub i2).const_mul 2
  have hc : ContinuousOn (wronskian u₁ du₁ u₂ du₂) (Icc 0 R) :=
    (h₁.cont.mul h₂.cont_slope).sub (h₁.cont_slope.mul h₂.cont)
  -- integrate the derivative of the Wronskian over [0,R]
  have ftc : ∫ r in (0 : ℝ)..R,
      (2 * (e₁ - e₂) * (u₁ r * u₂ r) + 2 * (u₁ r * χ₂ r - u₂ r * χ₁ r)) =
      wronskian u₁ du₁ u₂ du₂ R - wronskian u₁ du₁ u₂ du₂ 0 :=
    intervalIntegral.integral_eq_sub_of_hasDerivAt_of_le hR hc
      (fun r hr => wronskian_hasDerivAt h₁ h₂ hr) (j0.add j1)
  rw [intervalIntegral.integral_add j0 j1, intervalIntegral.integral_const_mul,
    intervalIntegral.integral_const_mul, intervalIntegral.integral_sub i1 i2] at ftc
  -- no boundary term at the origin
  have h0 : wronskian u₁ du₁ u₂ du₂ 0 = 0 := by
    simp [wronskian, h₁.origin, h₂.origin]
  unfold overlap
  linear_combination h0 - ftc

/-- The Wronskian at `R` of two partial waves of the same potential equals
`2 (e₁ - e₂) ⟨u₁|u₂⟩`. -/
theorem wronskian_boundary_partial {V u₁ du₁ u₂ du₂ : ℝ → ℝ} {e₁ e₂ R : ℝ} (hR : 0 ≤ R)
    (h₁ : IsPartialWave V e₁ R u₁ du₁) (h₂ : IsPartialWave V e₂ R u₂ du₂) :
    wronskian u₁ du₁ u₂ du₂ R = 2 * (e₁ - e₂) * overlap R u₁ u₂ := by
  have h := wronskian_boundary hR h₁.sourced h₂.sourced
  have z : ∀ f : ℝ → ℝ, overlap R f (fun _ => 0) = 0 := by
    intro f
    simp [overlap]
  have z₁ := z u₁
  have z₂ := z u₂
  linear_combination h + 2 * z₁ - 2 * z₂

/-- Pairs of waves that match in value and slope at `R` have the same Wronskian at `R`. -/
theorem wronskian_match {u₁ du₁ u₂ du₂ w₁ dw₁ w₂ dw₂ : ℝ → ℝ} {R : ℝ}
    (m₁ : MatchesAt R u₁ du₁ w₁ dw₁) (m₂ : MatchesAt R u₂ du₂ w₂ dw₂) :
    wronskian u₁ du₁ u₂ du₂ R = wronskian w₁ dw₁ w₂ dw₂ R := by
  simp only [wronskian, m₁.value, m₁.gradient, m₂.value, m₂.gradient]
```

## Equal overlaps and symmetric strengths

The main theorem assumes that the matched waves exist and allows $R=0$. `mul_left_cancel₀` is the division by $e_1-e_2$.

```lean
/-- If partial waves of `V` and of `W` at two distinct energies
match in value and slope at `R`, the overlaps `⟨u₁|u₂⟩` and `⟨w₁|w₂⟩` over `[0,R]` agree. -/
theorem generalised_norm_conservation {V W u₁ du₁ u₂ du₂ w₁ dw₁ w₂ dw₂ : ℝ → ℝ}
    {e₁ e₂ R : ℝ} (hR : 0 ≤ R) (he : e₁ ≠ e₂)
    (hu₁ : IsPartialWave V e₁ R u₁ du₁) (hu₂ : IsPartialWave V e₂ R u₂ du₂)
    (hw₁ : IsPartialWave W e₁ R w₁ dw₁) (hw₂ : IsPartialWave W e₂ R w₂ dw₂)
    (m₁ : MatchesAt R u₁ du₁ w₁ dw₁) (m₂ : MatchesAt R u₂ du₂ w₂ dw₂) :
    overlap R u₁ u₂ = overlap R w₁ w₂ := by
  have hA := wronskian_boundary_partial hR hu₁ hu₂
  have hB := wronskian_boundary_partial hR hw₁ hw₂
  have hW := wronskian_match m₁ m₂
  -- cancel the nonzero energy difference
  apply mul_left_cancel₀ (sub_ne_zero.mpr he)
  linear_combination (1 / 2) * (hB - hA + hW)
```

Keeping the sources gives the asymmetry of $B$.

```lean
/-- If partial waves `u_i` of `V` match sourced waves `w_i` of `W` at `R`, then
`⟨w₁|χ₂⟩ - ⟨w₂|χ₁⟩ = (e₁ - e₂) (⟨u₁|u₂⟩ - ⟨w₁|w₂⟩)`. -/
theorem source_asymmetry {V W u₁ du₁ u₂ du₂ χ₁ w₁ dw₁ χ₂ w₂ dw₂ : ℝ → ℝ}
    {e₁ e₂ R : ℝ} (hR : 0 ≤ R)
    (hu₁ : IsPartialWave V e₁ R u₁ du₁) (hu₂ : IsPartialWave V e₂ R u₂ du₂)
    (hw₁ : IsSourcedWave W e₁ R χ₁ w₁ dw₁) (hw₂ : IsSourcedWave W e₂ R χ₂ w₂ dw₂)
    (m₁ : MatchesAt R u₁ du₁ w₁ dw₁) (m₂ : MatchesAt R u₂ du₂ w₂ dw₂) :
    overlap R w₁ χ₂ - overlap R w₂ χ₁ = (e₁ - e₂) * (overlap R u₁ u₂ - overlap R w₁ w₂) := by
  have hA := wronskian_boundary_partial hR hu₁ hu₂
  have hB := wronskian_boundary hR hw₁ hw₂
  have hW := wronskian_match m₁ m₂
  linear_combination (1 / 2) * (hA - hB - hW)
```

In $D_{ij}-D_{ji}$ this asymmetry cancels against $(e_j-e_i)Q_{ij}$. In ultrasoft pseudopotentials, this symmetry makes the non-local strength matrix Hermitian for real waves in one radial channel.

```lean
/-- For any family of partial waves of `V` matched at `R` to sourced waves of `W`, the strength
matrix `D_ij = B_ij + e_j Q_ij` is symmetric. -/
theorem strengthMatrix_isSymm {ι : Type*} {V W : ℝ → ℝ} {u du χ w dw : ι → ℝ → ℝ}
    {e : ι → ℝ} {R : ℝ} (hR : 0 ≤ R)
    (hu : ∀ i, IsPartialWave V (e i) R (u i) (du i))
    (hw : ∀ i, IsSourcedWave W (e i) R (χ i) (w i) (dw i))
    (m : ∀ i, MatchesAt R (u i) (du i) (w i) (dw i)) :
    (strengthMatrix R e u w χ).IsSymm := by
  have sym : ∀ f g : ℝ → ℝ, overlap R f g = overlap R g f := by
    intro f g
    unfold overlap
    exact intervalIntegral.integral_congr fun r _ => mul_comm _ _
  refine Matrix.IsSymm.ext fun i j => ?_
  have h := source_asymmetry hR (hu i) (hu j) (hw i) (hw j) (m i) (m j)
  simp only [strengthMatrix, projectorMatrix, augmentation, Matrix.of_apply]
  -- Q is symmetric, and the asymmetry of B is compensated by the energy factor
  rw [sym (u j) (u i), sym (w j) (w i)]
  linarith
```

$B$ itself is symmetric exactly when $Q_{ij}=0$ for every pair with $e_i\ne e_j$. The proof splits on whether the energies coincide.

```lean
/-- For any family of partial waves of `V` matched at `R` to sourced waves of `W`, the matrix
`B` is symmetric exactly when `Q_ij = 0` for all pairs with distinct energies. -/
theorem projectorMatrix_isSymm_iff {ι : Type*} {V W : ℝ → ℝ} {u du χ w dw : ι → ℝ → ℝ}
    {e : ι → ℝ} {R : ℝ} (hR : 0 ≤ R)
    (hu : ∀ i, IsPartialWave V (e i) R (u i) (du i))
    (hw : ∀ i, IsSourcedWave W (e i) R (χ i) (w i) (dw i))
    (m : ∀ i, MatchesAt R (u i) (du i) (w i) (dw i)) :
    (projectorMatrix R w χ).IsSymm ↔ ∀ i j, e i ≠ e j → augmentation R u w i j = 0 := by
  constructor
  · intro hs i j hne
    have h := source_asymmetry hR (hu i) (hu j) (hw i) (hw j) (m i) (m j)
    have hb := hs.apply i j
    simp only [projectorMatrix, Matrix.of_apply] at hb
    have hz : (e i - e j) * (overlap R (u i) (u j) - overlap R (w i) (w j)) = 0 := by
      linarith
    simp only [augmentation, Matrix.of_apply]
    exact (mul_eq_zero.mp hz).resolve_left (sub_ne_zero.mpr hne)
  · intro hq
    refine Matrix.IsSymm.ext fun i j => ?_
    have h := source_asymmetry hR (hu i) (hu j) (hw i) (hw j) (m i) (m j)
    have hz : (e i - e j) * (overlap R (u i) (u j) - overlap R (w i) (w j)) = 0 := by
      by_cases he : e i = e j
      · rw [he, sub_self, zero_mul]
      · have hij := hq i j he
        simp only [augmentation, Matrix.of_apply] at hij
        rw [hij, mul_zero]
    simp only [projectorMatrix, Matrix.of_apply]
    linarith
```

## Sine waves in constant potentials

Differentiating $A\sin kr$ twice gives energy $c+k^2/2$ in the constant potential $c$.

```lean
/-- `A sin (k r)` is a partial wave of the constant potential `c` at energy `c + k²/2`. -/
theorem sine_isPartialWave (c e A k R : ℝ) (he : e = c + k ^ 2 / 2) :
    IsPartialWave (fun _ => c) e R (sineWave A k) (sineSlope A k) := by
  subst he
  have c1 : Continuous (sineWave A k) := by
    show Continuous fun r => A * sin (k * r)
    fun_prop
  have c2 : Continuous (sineSlope A k) := by
    show Continuous fun r => A * k * cos (k * r)
    fun_prop
  have h : ∀ r : ℝ, HasDerivAt (fun s => k * s) k r := fun r =>
    ((hasDerivAt_id' r).const_mul k).congr_deriv (mul_one k)
  refine ⟨c1.continuousOn, c2.continuousOn, by simp [sineWave], fun r _ => ?_, fun r _ => ?_⟩
  · exact ((h r).sin.const_mul A).congr_deriv (by simp only [sineSlope]; ring)
  · exact ((h r).cos.const_mul (A * k)).congr_deriv (by simp only [sineWave]; ring)
```

In the next example the boundary Wronskian is $1$ and $2(e_1-e_2)=-15$, so both overlaps are $-1/15$. Equality depends on the matched amplitudes: normalising each wave over $[0,\pi/2]$ would give $-32/(15\pi)$ for the $u$ pair and $-16/(15\pi)$ for the $w$ pair.

```lean
/-- On `[0, π/2]` the waves `-sin 7r`, `(sin 8r)/8` of the potential `0` and `sin r`,
`(sin 4r)/4` of the potential `24`, at energies `49/2` and `32`, match at `π/2`, and both
overlaps equal `-1/15`. -/
theorem generalised_norm_conservation_witness :
    IsPartialWave (fun _ => 0) (49 / 2) (π / 2) (sineWave (-1) 7) (sineSlope (-1) 7) ∧
    IsPartialWave (fun _ => 0) 32 (π / 2) (sineWave (1 / 8) 8) (sineSlope (1 / 8) 8) ∧
    IsPartialWave (fun _ => 24) (49 / 2) (π / 2) (sineWave 1 1) (sineSlope 1 1) ∧
    IsPartialWave (fun _ => 24) 32 (π / 2) (sineWave (1 / 4) 4) (sineSlope (1 / 4) 4) ∧
    MatchesAt (π / 2) (sineWave (-1) 7) (sineSlope (-1) 7) (sineWave 1 1) (sineSlope 1 1) ∧
    MatchesAt (π / 2) (sineWave (1 / 8) 8) (sineSlope (1 / 8) 8)
      (sineWave (1 / 4) 4) (sineSlope (1 / 4) 4) ∧
    overlap (π / 2) (sineWave (-1) 7) (sineWave (1 / 8) 8) = -1 / 15 ∧
    overlap (π / 2) (sineWave 1 1) (sineWave (1 / 4) 4) = -1 / 15 := by
  have hR : (0 : ℝ) ≤ π / 2 := by positivity
  have a1 := sine_isPartialWave 0 (49 / 2) (-1) 7 (π / 2) (by norm_num)
  have a2 := sine_isPartialWave 0 32 (1 / 8) 8 (π / 2) (by norm_num)
  have b1 := sine_isPartialWave 24 (49 / 2) 1 1 (π / 2) (by norm_num)
  have b2 := sine_isPartialWave 24 32 (1 / 4) 4 (π / 2) (by norm_num)
  -- boundary values at π/2
  have s7 : sin (7 * (π / 2)) = -1 := by
    rw [show 7 * (π / 2) = -(π / 2) + 2 * π + 2 * π by ring, sin_add_two_pi, sin_add_two_pi,
      sin_neg, sin_pi_div_two]
  have c7 : cos (7 * (π / 2)) = 0 := by
    rw [show 7 * (π / 2) = -(π / 2) + 2 * π + 2 * π by ring, cos_add_two_pi, cos_add_two_pi,
      cos_neg, cos_pi_div_two]
  have s8 : sin (8 * (π / 2)) = 0 := by
    rw [show 8 * (π / 2) = 2 * π + 2 * π by ring, sin_add_two_pi, sin_two_pi]
  have c8 : cos (8 * (π / 2)) = 1 := by
    rw [show 8 * (π / 2) = 2 * π + 2 * π by ring, cos_add_two_pi, cos_two_pi]
  have s4 : sin (4 * (π / 2)) = 0 := by
    rw [show 4 * (π / 2) = 2 * π by ring, sin_two_pi]
  have c4 : cos (4 * (π / 2)) = 1 := by
    rw [show 4 * (π / 2) = 2 * π by ring, cos_two_pi]
  have s1 : sin (1 * (π / 2)) = 1 := by rw [one_mul, sin_pi_div_two]
  have c1 : cos (1 * (π / 2)) = 0 := by rw [one_mul, cos_pi_div_two]
  have m1 : MatchesAt (π / 2) (sineWave (-1) 7) (sineSlope (-1) 7)
      (sineWave 1 1) (sineSlope 1 1) :=
    ⟨by simp only [sineWave, s7, s1]; norm_num, by simp only [sineSlope, c7, c1]; norm_num⟩
  have m2 : MatchesAt (π / 2) (sineWave (1 / 8) 8) (sineSlope (1 / 8) 8)
      (sineWave (1 / 4) 4) (sineSlope (1 / 4) 4) :=
    ⟨by simp only [sineWave, s8, s4]; norm_num, by simp only [sineSlope, c8, c4]; norm_num⟩
  -- the overlap follows from the boundary Wronskian
  have hv : wronskian (sineWave 1 1) (sineSlope 1 1) (sineWave (1 / 4) 4) (sineSlope (1 / 4) 4)
      (π / 2) = 1 := by
    simp only [wronskian, sineWave, sineSlope, s1, c1, s4, c4]
    norm_num
  have hw := wronskian_boundary_partial hR b1 b2
  have ow : overlap (π / 2) (sineWave 1 1) (sineWave (1 / 4) 4) = -1 / 15 := by
    rw [hv] at hw
    linarith
  have ou := generalised_norm_conservation hR (by norm_num) a1 a2 b1 b2 m1 m2
  exact ⟨a1, a2, b1, b2, m1, m2, ou.trans ow, ow⟩
```

At equal energies the factor $e_1-e_2$ vanishes and the argument gives no information. Two matched waves at energy $32$ indeed have different squared norms, computed from an explicit antiderivative of $\sin^2 kr$.

```lean
/-- At equal energies the overlaps can differ: `(sin 8r)/8` in the potential `0` and
`(sin 4r)/4` in the potential `24` are partial waves at energy `32` matching at `π/2`, with
different squared norms `π/256` and `π/64`. -/
theorem equal_energy_counterexample :
    IsPartialWave (fun _ => 0) 32 (π / 2) (sineWave (1 / 8) 8) (sineSlope (1 / 8) 8) ∧
    IsPartialWave (fun _ => 24) 32 (π / 2) (sineWave (1 / 4) 4) (sineSlope (1 / 4) 4) ∧
    MatchesAt (π / 2) (sineWave (1 / 8) 8) (sineSlope (1 / 8) 8)
      (sineWave (1 / 4) 4) (sineSlope (1 / 4) 4) ∧
    overlap (π / 2) (sineWave (1 / 8) 8) (sineWave (1 / 8) 8) = π / 256 ∧
    overlap (π / 2) (sineWave (1 / 4) 4) (sineWave (1 / 4) 4) = π / 64 ∧
    overlap (π / 2) (sineWave (1 / 8) 8) (sineWave (1 / 8) 8) ≠
      overlap (π / 2) (sineWave (1 / 4) 4) (sineWave (1 / 4) 4) := by
  obtain ⟨-, a2, -, b2, -, m2, -, -⟩ := generalised_norm_conservation_witness
  -- squared norm of a sine wave with a node at π/2, where q = 1/(2k)
  have key : ∀ A k q : ℝ, 2 * k * q = 1 → sin (k * (π / 2)) = 0 →
      overlap (π / 2) (sineWave A k) (sineWave A k) = A ^ 2 * (π / 4) := by
    intro A k q hq hs
    have hd : ∀ r : ℝ, HasDerivAt
        (fun s => A ^ 2 * (s / 2 - q * (sin (k * s) * cos (k * s))))
        (sineWave A k r * sineWave A k r) r := by
      intro r
      have h : HasDerivAt (fun s => k * s) k r :=
        ((hasDerivAt_id' r).const_mul k).congr_deriv (mul_one k)
      refine ((((hasDerivAt_id' r).div_const 2).fun_sub
        ((h.sin.fun_mul h.cos).const_mul q)).const_mul (A ^ 2)).congr_deriv ?_
      simp only [sineWave]
      have ht := sin_sq_add_cos_sq (k * r)
      linear_combination (-(A ^ 2 * (cos (k * r) ^ 2 - sin (k * r) ^ 2) / 2)) * hq
        - (A ^ 2 / 2) * ht
    have hi : IntervalIntegrable (fun r => sineWave A k r * sineWave A k r)
        MeasureTheory.volume 0 (π / 2) := by
      apply Continuous.intervalIntegrable
      simp only [sineWave]
      fun_prop
    have ftc := intervalIntegral.integral_eq_sub_of_hasDerivAt (fun r _ => hd r) hi
    unfold overlap
    rw [ftc]
    simp only [hs, mul_zero, sin_zero]
    ring
  have s8 : sin (8 * (π / 2)) = 0 := by
    rw [show 8 * (π / 2) = 2 * π + 2 * π by ring, sin_add_two_pi, sin_two_pi]
  have s4 : sin (4 * (π / 2)) = 0 := by
    rw [show 4 * (π / 2) = 2 * π by ring, sin_two_pi]
  have n8 := key (1 / 8) 8 (1 / 16) (by norm_num) s8
  have n4 := key (1 / 4) 4 (1 / 8) (by norm_num) s4
  refine ⟨a2, b2, m2, by rw [n8]; ring, by rw [n4]; ring, ?_⟩
  rw [n8, n4]
  have hp := pi_pos
  intro h
  linarith

end

end GeneralisedNormConservation
```

```lean
#print axioms GeneralisedNormConservation.strengthMatrix_isSymm
#print axioms GeneralisedNormConservation.projectorMatrix_isSymm_iff
#print axioms GeneralisedNormConservation.equal_energy_counterexample
```

```
'GeneralisedNormConservation.strengthMatrix_isSymm' depends on axioms: [propext, Classical.choice, Quot.sound]
'GeneralisedNormConservation.projectorMatrix_isSymm_iff' depends on axioms: [propext, Classical.choice, Quot.sound]
'GeneralisedNormConservation.equal_energy_counterexample' depends on axioms: [propext, Classical.choice, Quot.sound]
```
